# Imaginary-Time Checkerboard Splitting Never Lowers the Upper Band of the Uniform Hopping Chain

To say that a 2×2 matrix "has the eigenvalues exp(e) and exp(−e)" is taken here to mean that its characteristic polynomial factorizes as (X − exp(e))(X − exp(−e)). This counts multiplicity, so the statement keeps its meaning at the momentum where the two bands touch and both eigenvalues are 1. It also avoids any appeal to Hermiticity, which a product of two Hermitian factors generally lacks.

The model is a non-interacting chain with two sites per unit cell and the same hopping amplitude J > 0 on every bond. At Bloch phase q, a real number, a bond has the hopping matrix

B(q) = [[0, exp(−iq)], [exp(iq), 0]].

The bond inside the cell is B(0), the bond to the next cell is B(q), and the Hamiltonian is −J(B(0) + B(q)). An imaginary-time step Δτ enters only through t = JΔτ. The checkerboard step replaces exp(t(B(0) + B(q))) by

M = F(0) F(q), where F(q) = exp(tB(q)).

For t > 0 there is exactly one e ≥ 0 such that M has the eigenvalues exp(±e). It satisfies

sinh(e/2) = sinh(t) |cos(q/2)|,

e ≥ 2t |cos(q/2)|,

with equality exactly when |cos(q/2)| is 0 or 1. The right side of the inequality is the upper band without splitting, in the same units. For this non-interacting chain, the result gives the time-step error that the checkerboard splitting of the hopping term, as used in auxiliary-field Monte Carlo, makes in the band energies.

## From one bond to the dispersion relation

The vectors (1, exp(iq)) and (1, −exp(iq)), each divided by √2 if normalised, are eigenvectors of B(q) with eigenvalues 1 and −1. Exponentiating the eigenvalues t and −t of tB(q) and transforming back gives

F(q) = [[cosh t, exp(−iq) sinh t], [exp(iq) sinh t, cosh t]].

Its determinant is cosh² t − sinh² t = 1, so det M = 1. The diagonal entries of M are cosh² t + exp(iq) sinh² t and cosh² t + exp(−iq) sinh² t. Hence

tr M = 2 cosh² t + 2 sinh² t cos q
= 2 + 2 sinh² t (1 + cos q)
= 2 + 4 sinh² t cos²(q/2).

The characteristic polynomial is X² − (tr M)X + 1. Since exp(e) exp(−e) = 1, it equals (X − exp(e))(X − exp(−e)) exactly when tr M = 2 cosh e. With cosh e = 1 + 2 sinh²(e/2), this becomes

sinh²(e/2) = sinh² t cos²(q/2).

For e ≥ 0 and t ≥ 0 both sinh(e/2) and sinh(t)|cos(q/2)| are non-negative, so the squares may be removed. Because sinh is a bijection of the real line, e exists and is unique.

Without splitting, t(B(0) + B(q)) has zero diagonal and off-diagonal entries t(1 + exp(∓iq)). Its squared eigenvalues are

t² (1 + exp(−iq))(1 + exp(iq)) = 4t² cos²(q/2),

so the eigenvalues are ±2t|cos(q/2)|.

## Why the split band lies higher

Write x = |cos(q/2)|, so that 0 ≤ x ≤ 1. If x = 0, then sinh(e/2) = 0 and e = 0. If x = 1, then e/2 = t. In both cases e = 2tx.

For 0 < x < 1, the point xt lies strictly between 0 and t. The second derivative of sinh is sinh, which is positive on (0, ∞), so sinh is strictly convex on [0, ∞). With sinh 0 = 0 this gives

sinh(xt) < x sinh t = sinh(e/2).

Since sinh is increasing, xt < e/2, and the bound is strict.

## A step at t = ln 2

Take t = ln 2 and q = 2π/3. Then cosh t = 5/4, sinh t = 3/4 and cos(q/2) = 1/2. The dispersion relation reads sinh(e/2) = 3/8, so

e = 2 ln(3/8 + √(73/64)) ≈ 0.733.

The unsplit value is 2t · 1/2 = ln 2 ≈ 0.693, so the split band lies about 6% too high at this momentum. As a check, tr M = 2 · 25/16 − 9/16 = 41/16 = 2.5625, and exp(e) + exp(−e) ≈ 2.0823 + 0.4802 gives the same number.

## Bonds, factors and the energy as Lean definitions

The matrices have complex entries, while `t`, `q` and `e` are real. `bondHop q` is B(q), with the phase exp(−iq) in the upper right corner.

```lean
import Mathlib

open Polynomial

namespace CheckerboardTrotter

noncomputable section

/-- The hopping matrix of one bond between the two sublattices, with Bloch phase `q`. -/
def bondHop (q : ℝ) : Matrix (Fin 2) (Fin 2) ℂ :=
  !![0, Complex.exp (-(q * Complex.I)); Complex.exp (q * Complex.I), 0]
```

The factor F(q) is defined by its explicit entries; that it is an exponential is proved below.

```lean
/-- The hyperbolic matrix that propagates one bond with Bloch phase `q` by the step `t`. -/
def bondFactor (t q : ℝ) : Matrix (Fin 2) (Fin 2) ℂ :=
  !![Complex.cosh t, Complex.exp (-(q * Complex.I)) * Complex.sinh t;
     Complex.exp (q * Complex.I) * Complex.sinh t, Complex.cosh t]
```

The order of multiplication puts the bond with phase 0 on the left.

```lean
/-- The checkerboard step: the product of the factors of the two bonds in the unit cell. -/
def checkerboard (t q : ℝ) : Matrix (Fin 2) (Fin 2) ℂ :=
  bondFactor t 0 * bondFactor t q
```

`IsTrotterEnergy t q e` combines the sign convention e ≥ 0 with the factorization of the characteristic polynomial. The number `e` is dimensionless: the band energies of the split step, which contain the time-step error, are ±e/Δτ.

```lean
/-- The number `e ≥ 0` is the Trotter energy if the checkerboard step has the eigenvalues
`exp e` and `exp (-e)`, counted with multiplicity. -/
def IsTrotterEnergy (t q e : ℝ) : Prop :=
  0 ≤ e ∧ (checkerboard t q).charpoly =
    (X - C ((Real.exp e : ℝ) : ℂ)) * (X - C ((Real.exp (-e) : ℝ) : ℂ))
```

These definitions start from the Bloch block. The reduction of a periodic lattice to such blocks is assumed, and interactions, unequal hoppings and higher dimensions lie beyond the model.

## The bond exponential and the unsplit band

Three auxiliary lemmas come first. One compares 2×2 matrices entry by entry. The other two state that the phases multiply to 1 and that their sum is 4cos²(q/2) − 2.

```lean
private theorem mat_congr {a b c d a' b' c' d' : ℂ} (h₁ : a = a') (h₂ : b = b')
    (h₃ : c = c') (h₄ : d = d') : !![a, b; c, d] = !![a', b'; c', d'] := by
  rw [h₁, h₂, h₃, h₄]

private theorem phase_mul (q : ℝ) :
    Complex.exp (-(q * Complex.I)) * Complex.exp (q * Complex.I) = 1 := by
  rw [← Complex.exp_add, neg_add_cancel, Complex.exp_zero]

private theorem phase_add (q : ℝ) :
    Complex.exp (q * Complex.I) + Complex.exp (-(q * Complex.I))
      = 4 * Complex.cos (q / 2) ^ 2 - 2 := by
  have h := Complex.two_cos (q : ℂ)
  have h' := Complex.cos_two_mul ((q : ℂ) / 2)
  rw [show 2 * ((q : ℂ) / 2) = q by ring] at h'
  rw [neg_mul] at h
  linear_combination 2 * h' - h
```

`exp_bondHop` identifies the hyperbolic matrix with the matrix exponential, for every real `t`. As in the derivation above, it diagonalizes the bond: `hUV` supplies the inverse of the unnormalised eigenvector matrix, `hM` writes the bond in diagonal form, and `hD` exponentiates the diagonal. `Matrix.exp_conj` then carries the exponential through the change of basis.

```lean
/-- The factor of a bond is the matrix exponential of `t` times its hopping matrix. -/
theorem exp_bondHop (t q : ℝ) :
    NormedSpace.exp ((t : ℂ) • bondHop q) = bondFactor t q := by
  have huv := phase_mul q
  unfold bondHop bondFactor
  generalize Complex.exp (-(q * Complex.I)) = v at *
  generalize Complex.exp (q * Complex.I) = u at *
  have hdiag : ∀ a b : ℂ, Matrix.diagonal ![a, b] = !![a, 0; 0, b] := by
    intro a b
    ext i j
    fin_cases i <;> fin_cases j <;> simp
  -- the columns of the first matrix are unnormalised eigenvectors of the hopping matrix
  have hUV : !![1, 1; u, -u] * !![1 / 2, v / 2; 1 / 2, -v / 2] = 1 := by
    rw [Matrix.mul_fin_two, Matrix.one_fin_two]
    exact mat_congr (by ring) (by ring) (by ring) (by linear_combination huv)
  have hU : IsUnit !![1, 1; u, -u] :=
    IsUnit.of_mul_eq_one _ hUV
  have hM : (t : ℂ) • !![0, v; u, 0]
      = !![1, 1; u, -u] * Matrix.diagonal ![(t : ℂ), -t] * !![1, 1; u, -u]⁻¹ := by
    have hs : (t : ℂ) • !![0, v; u, 0] = !![0, t * v; t * u, 0] := by
      ext i j
      fin_cases i <;> fin_cases j <;> simp
    rw [Matrix.inv_eq_right_inv hUV, hdiag, hs, Matrix.mul_fin_two, Matrix.mul_fin_two]
    exact mat_congr (by ring) (by ring) (by ring) (by ring)
  have hD : NormedSpace.exp (Matrix.diagonal ![(t : ℂ), -t])
      = Matrix.diagonal ![Complex.exp t, Complex.exp (-t)] := by
    rw [Matrix.exp_diagonal]
    congr 1
    ext i
    rw [Pi.coe_exp, ← Complex.exp_eq_exp_ℂ]
    fin_cases i <;> rfl
  have hc : Complex.cosh t = (Complex.exp t + Complex.exp (-t)) / 2 := rfl
  have hs : Complex.sinh t = (Complex.exp t - Complex.exp (-t)) / 2 := rfl
  rw [hM, Matrix.exp_conj _ _ hU, hD, Matrix.inv_eq_right_inv hUV, hdiag,
    Matrix.mul_fin_two, Matrix.mul_fin_two, hc, hs]
  exact mat_congr (by ring) (by ring) (by ring)
    (by linear_combination (Complex.exp t + Complex.exp (-t)) / 2 * huv)
```

`exact_band` gives the eigenvalues of the unsplit exponent, again as a factorized characteristic polynomial. This theorem identifies 2t|cos(q/2)| as the reference band. Its proof computes the trace, which is 0, and the determinant, which is −4t²cos²(q/2).

```lean
/-- Without splitting, `t` times the sum of the two hopping matrices has the eigenvalues
`2 t |cos (q/2)|` and `-2 t |cos (q/2)|`. -/
theorem exact_band (t q : ℝ) :
    ((t : ℂ) • (bondHop 0 + bondHop q)).charpoly =
      (X - C ((2 * t * |Real.cos (q / 2)| : ℝ) : ℂ)) *
      (X - C ((-(2 * t * |Real.cos (q / 2)|) : ℝ) : ℂ)) := by
  have hM : (t : ℂ) • (bondHop 0 + bondHop q) =
      !![0, t * (1 + Complex.exp (-(q * Complex.I)));
         t * (1 + Complex.exp (q * Complex.I)), 0] := by
    ext i j
    fin_cases i <;> fin_cases j <;> simp [bondHop]
  have ha : ((2 * t * |Real.cos (q / 2)| : ℝ) : ℂ) ^ 2
      = 4 * (t : ℂ) ^ 2 * Complex.cos (q / 2) ^ 2 := by
    rw [← Complex.ofReal_pow, mul_pow, sq_abs]
    push_cast
    ring
  rw [hM, Matrix.charpoly_fin_two, Matrix.trace_fin_two_of, Matrix.det_fin_two_of,
    Complex.ofReal_neg]
  generalize ((2 * t * |Real.cos (q / 2)| : ℝ) : ℂ) = a at *
  have hd : (0 : ℂ) * 0 - t * (1 + Complex.exp (-(q * Complex.I))) *
      (t * (1 + Complex.exp (q * Complex.I))) = -(a * a) := by
    linear_combination ha - (t : ℂ) ^ 2 * phase_add q - (t : ℂ) ^ 2 * phase_mul q
  rw [hd, add_zero, C_0, C_neg, C_neg, C_mul]
  ring
```

## Determinant, trace and dispersion relation

The determinant of each factor follows from cosh² t − sinh² t = 1, and determinants multiply.

```lean
/-- The checkerboard step has determinant one. -/
theorem det_checkerboard (t q : ℝ) : (checkerboard t q).det = 1 := by
  have h : ∀ p : ℝ, (bondFactor t p).det = 1 := by
    intro p
    rw [bondFactor, Matrix.det_fin_two_of]
    linear_combination Complex.cosh_sq (t : ℂ) - Complex.sinh (t : ℂ) ^ 2 * phase_mul p
  rw [checkerboard, Matrix.det_mul, h, h, one_mul]
```

The trace uses the sum of the two phases, which introduces the half angle.

```lean
/-- The trace of the checkerboard step is `2 + 4 sinh² t cos² (q/2)`. -/
theorem trace_checkerboard (t q : ℝ) : (checkerboard t q).trace =
    ((2 + 4 * (Real.sinh t * Real.cos (q / 2)) ^ 2 : ℝ) : ℂ) := by
  have h0 : bondFactor t 0 =
      !![Complex.cosh t, Complex.sinh t; Complex.sinh t, Complex.cosh t] := by
    simp [bondFactor]
  rw [checkerboard, h0, bondFactor, Matrix.mul_fin_two, Matrix.trace_fin_two_of]
  push_cast
  linear_combination Complex.sinh (t : ℂ) ^ 2 * phase_add q + 2 * Complex.cosh_sq (t : ℂ)
```

`charpoly_iff` holds for any complex 2×2 matrix of determinant 1: the required factorization is equivalent to a trace of 2 cosh e. In the forward direction the proof evaluates both polynomials at X = 1, which isolates the trace. In the other direction it substitutes the trace and uses exp(e) exp(−e) = 1.

```lean
private theorem charpoly_iff (M : Matrix (Fin 2) (Fin 2) ℂ) (hd : M.det = 1) (e : ℝ) :
    M.charpoly = (X - C ((Real.exp e : ℝ) : ℂ)) * (X - C ((Real.exp (-e) : ℝ) : ℂ)) ↔
      M.trace = ((2 * Real.cosh e : ℝ) : ℂ) := by
  have hs : ((2 * Real.cosh e : ℝ) : ℂ)
      = ((Real.exp e : ℝ) : ℂ) + ((Real.exp (-e) : ℝ) : ℂ) := by
    rw [← Complex.ofReal_add, Real.cosh_eq]
    congr 1
    ring
  have hp : ((Real.exp e : ℝ) : ℂ) * ((Real.exp (-e) : ℝ) : ℂ) = 1 := by
    rw [← Complex.ofReal_mul, ← Real.exp_add, add_neg_cancel, Real.exp_zero,
      Complex.ofReal_one]
  rw [Matrix.charpoly_fin_two, hd, hs]
  generalize ((Real.exp e : ℝ) : ℂ) = a at *
  generalize ((Real.exp (-e) : ℝ) : ℂ) = b at *
  constructor
  · intro h
    have h1 := congrArg (Polynomial.eval 1) h
    simp only [eval_add, eval_sub, eval_mul, eval_pow, eval_X, eval_C] at h1
    linear_combination -h1 - hp
  · intro h
    have hC : (C a * C b : ℂ[X]) = 1 := by rw [← C_mul, hp, C_1]
    rw [h, C_add, C_1]
    linear_combination -hC
```

The dispersion relation is an equivalence, valid for `t ≥ 0`. After the trace criterion is applied, `hc` provides the half-angle identity for cosh. The lemma `sq_eq_sq₀` then passes between the equation and its square, using the non-negativity of both sides recorded in `h1` and `h2`.

```lean
/-- Dispersion relation: for `t ≥ 0`, a number `e` is the Trotter energy exactly when
`e ≥ 0` and `sinh (e/2) = sinh t |cos (q/2)|`. -/
theorem isTrotterEnergy_iff {t : ℝ} (ht : 0 ≤ t) (q e : ℝ) :
    IsTrotterEnergy t q e ↔
      0 ≤ e ∧ Real.sinh (e / 2) = Real.sinh t * |Real.cos (q / 2)| := by
  refine and_congr_right fun he => ?_
  rw [charpoly_iff _ (det_checkerboard t q), trace_checkerboard, Complex.ofReal_inj]
  have hc : Real.cosh e = 1 + 2 * Real.sinh (e / 2) ^ 2 := by
    have h := Real.cosh_two_mul (e / 2)
    rw [show 2 * (e / 2) = e by ring, Real.cosh_sq] at h
    linarith
  have hsq : (Real.sinh t * |Real.cos (q / 2)|) ^ 2
      = (Real.sinh t * Real.cos (q / 2)) ^ 2 := by
    rw [mul_pow, sq_abs, mul_pow]
  have h1 : 0 ≤ Real.sinh (e / 2) := Real.sinh_nonneg_iff.2 (by linarith)
  have h2 : 0 ≤ Real.sinh t * |Real.cos (q / 2)| :=
    mul_nonneg (Real.sinh_nonneg_iff.2 ht) (abs_nonneg _)
  -- both sides are non-negative, so it is enough to compare squares
  rw [← sq_eq_sq₀ h1 h2, hsq, hc]
  constructor <;> intro h <;> linarith
```

Existence is shown with the explicit value e = 2 arsinh(sinh(t)|cos(q/2)|), and uniqueness comes from the injectivity of sinh.

```lean
/-- For `t ≥ 0` and every real `q` there is exactly one Trotter energy. -/
theorem existsUnique_energy {t : ℝ} (ht : 0 ≤ t) (q : ℝ) :
    ∃! e, IsTrotterEnergy t q e := by
  have h2 : 0 ≤ Real.sinh t * |Real.cos (q / 2)| :=
    mul_nonneg (Real.sinh_nonneg_iff.2 ht) (abs_nonneg _)
  have hs : Real.sinh (2 * Real.arsinh (Real.sinh t * |Real.cos (q / 2)|) / 2)
      = Real.sinh t * |Real.cos (q / 2)| := by
    rw [mul_div_cancel_left₀ _ (two_ne_zero' ℝ), Real.sinh_arsinh]
  refine ⟨2 * Real.arsinh (Real.sinh t * |Real.cos (q / 2)|),
    (isTrotterEnergy_iff ht q _).2 ⟨?_, hs⟩, fun e he => ?_⟩
  · have := Real.arsinh_nonneg_iff.2 h2
    linarith
  · have h := Real.sinh_injective (((isTrotterEnergy_iff ht q e).1 he).2.trans hs.symm)
    linarith
```

## Convexity and the band inequality

`sinh_mul_lt` is the strict convexity step. The second derivative test gives `hconv`, which is then applied to the points 0 and t with weights 1 − x and x.

```lean
/-- For `t > 0` and `0 < x < 1`, `sinh (x t) < x sinh t`. -/
theorem sinh_mul_lt {t x : ℝ} (ht : 0 < t) (hx : 0 < x) (hx1 : x < 1) :
    Real.sinh (x * t) < x * Real.sinh t := by
  have hconv : StrictConvexOn ℝ (Set.Ici 0) Real.sinh := by
    refine strictConvexOn_of_deriv2_pos (convex_Ici 0) Real.continuous_sinh.continuousOn ?_
    intro y hy
    rw [interior_Ici] at hy
    have h2 : deriv^[2] Real.sinh = Real.sinh := by
      change deriv (deriv Real.sinh) = Real.sinh
      rw [Real.deriv_sinh, Real.deriv_cosh]
    rw [h2]
    exact Real.sinh_pos_iff.2 hy
  have h := hconv.2 (Set.mem_Ici.2 le_rfl) (Set.mem_Ici.2 ht.le) ht.ne
    (sub_pos.2 hx1) hx (by ring)
  simpa only [smul_eq_mul, mul_zero, zero_add, Real.sinh_zero] using h
```

The final theorem takes any Trotter energy at `t > 0` and returns the dispersion relation, the lower bound and the equality criterion. Strict positivity of `t` matters for the last of these: at t = 0 both bands vanish for every q, so equality no longer singles out special momenta.

The proof replaces |cos(q/2)| by a number `x` in [0, 1] and treats three cases. At x = 0 the two bonds have opposite hopping matrices, and their factors cancel. At x = 1 the hopping matrices are equal, so the factors commute and splitting introduces no error. In between, `sinh_mul_lt` and the monotonicity of sinh give the strict inequality, which rules out equality.

```lean
/-- For `t > 0` the Trotter energy `e` obeys `sinh (e/2) = sinh t |cos (q/2)|` and is at least
`2 t |cos (q/2)|`, with equality exactly when `|cos (q/2)|` is `0` or `1`. -/
theorem trotter_band_bound {t q e : ℝ} (ht : 0 < t) (he : IsTrotterEnergy t q e) :
    Real.sinh (e / 2) = Real.sinh t * |Real.cos (q / 2)| ∧
    2 * t * |Real.cos (q / 2)| ≤ e ∧
    (e = 2 * t * |Real.cos (q / 2)| ↔
      |Real.cos (q / 2)| = 0 ∨ |Real.cos (q / 2)| = 1) := by
  have hs := ((isTrotterEnergy_iff ht.le q e).1 he).2
  have hx0 := abs_nonneg (Real.cos (q / 2))
  have hx1 := Real.abs_cos_le_one (q / 2)
  refine ⟨hs, ?_⟩
  generalize |Real.cos (q / 2)| = x at hs hx0 hx1 ⊢
  rcases hx0.eq_or_lt with h0 | h0
  · -- the two bond factors cancel
    subst h0
    have h : e / 2 = 0 := Real.sinh_injective (by rw [hs, mul_zero, Real.sinh_zero])
    exact ⟨by linarith, fun _ => Or.inl rfl, fun _ => by linarith⟩
  rcases hx1.eq_or_lt with h1 | h1
  · -- the two bond factors commute
    subst h1
    have h : e / 2 = t := Real.sinh_injective (by rw [hs, mul_one])
    exact ⟨by linarith, fun _ => Or.inr rfl, fun _ => by linarith⟩
  · -- in between, strict convexity makes the bound strict
    have h : x * t < e / 2 := Real.sinh_lt_sinh.1 (by
      rw [hs, mul_comm (Real.sinh t)]
      exact sinh_mul_lt ht h0 h1)
    refine ⟨by linarith, fun h' => ?_, fun h' => ?_⟩
    · exfalso
      linarith
    · rcases h' with h' | h' <;> exfalso <;> linarith

end

end CheckerboardTrotter
```

```lean
#print axioms CheckerboardTrotter.exp_bondHop
#print axioms CheckerboardTrotter.exact_band
#print axioms CheckerboardTrotter.existsUnique_energy
#print axioms CheckerboardTrotter.trotter_band_bound
```

```
'CheckerboardTrotter.exp_bondHop' depends on axioms: [propext, Classical.choice, Quot.sound]
'CheckerboardTrotter.exact_band' depends on axioms: [propext, Classical.choice, Quot.sound]
'CheckerboardTrotter.existsUnique_energy' depends on axioms: [propext, Classical.choice, Quot.sound]
'CheckerboardTrotter.trotter_band_bound' depends on axioms: [propext, Classical.choice, Quot.sound]
```
